# The RPA ring-diagram series at one imaginary frequency converges exactly when no eigenvalue of the positive semidefinite Coulomb-weighted response matrix exceeds 1

## Higher orders made my correlation energy worse

To avoid a determinant at every imaginary frequency, I want to replace \(\log\det(1+A)-\operatorname{tr}A\) in an RPA correlation energy by its first few ring diagrams, which need only traces of powers of \(A\). Here \(A=-v^{1/2}\chi_0(i\omega)v^{1/2}\), with \(\chi_0\) the non-interacting response and \(v\) the Coulomb interaction.

For a weakly screening system this works. For a strongly screening one, the sums swing ever more widely. A single eigenvalue 3 already shows it: the closed form gives \(\log 4-3\approx-1.61\), while the sums through orders 2, 3 and 4 are \(-4.5\), \(4.5\) and \(-15.75\). What decides whether adding orders helps, and is the closed form still well defined when it doesn't?

## The largest eigenvalue decides, and 1 is still allowed

For positive semidefinite \(A\), the series converges if and only if every eigenvalue is at most 1, and its sum is then the closed form. Above 1 the series diverges, but the closed form remains a finite real number. So, for a finite response matrix at one frequency, check the largest eigenvalue before replacing the log-determinant by an order-by-order expansion. Shrinking low-order terms are not a sufficient test: for the single eigenvalue 1.1 the diagrams decrease in magnitude up to order 10, and the series still diverges.

### Reduction to one eigenvalue

Let \(a_i\ge 0\) be the eigenvalues of the \(N\times N\) matrix \(A\), counted with multiplicity. Write the ring diagram of order \(k\), the sum of the first \(n\) diagrams and the closed form as

\[
T_k=\frac{(-1)^{k+1}}{k}\operatorname{tr}A^k,\qquad
S_n=\sum_{k=0}^{n-1}T_{k+2},\qquad
F=\log\det(1+A)-\operatorname{tr}A .
\]

Diagonalising \(A\) gives \(\operatorname{tr}A^k=\sum_i a_i^k\) and \(\det(1+A)=\prod_i(1+a_i)>0\). The logarithm is therefore real and finite at any screening strength, and \(F-S_n=\sum_i R_n(a_i)\) with

\[
R_n(x)=\log(1+x)-x-\sum_{k=0}^{n-1}\frac{(-1)^{k+3}x^{k+2}}{k+2}.
\]

### The first omitted diagram bounds the error

Differentiating and summing the finite geometric series gives, for \(x\ge0\),

\[
R_n'(x)=\frac{1}{1+x}-\sum_{j=0}^{n}(-x)^j=\frac{(-x)^{n+1}}{1+x}.
\]

Since \(R_n(0)=0\), it follows that \((-1)^{n+1}R_n(x)\ge0\). The same statement for \(n+1\), combined with

\[
R_{n+1}(x)=R_n(x)-(-1)^{n+3}\frac{x^{n+2}}{n+2},
\]

gives

\[
0\le(-1)^{n+1}R_n(x)\le\frac{x^{n+2}}{n+2}.
\]

Summing over eigenvalues yields

\[
|F-S_n|\le\frac1{n+2}\sum_i a_i^{n+2}=|T_{n+2}| .
\]

This bound holds for weak and strong screening alike. What changes is whether the bound becomes small.

### Convergence up to 1, divergence above it

If all \(a_i\le1\), then \(|F-S_n|\le N/(n+2)\to0\), so \(S_n\to F\). At the borderline value 1, the factor \(1/(n+2)\) alone drives the bound to zero.

If some eigenvalue \(r\) exceeds 1, Bernoulli's inequality for its square root gives \((\sqrt r)^k\ge1+k(\sqrt r-1)\ge k(\sqrt r-1)\). Squaring, for \(k\ge1\),

\[
|T_k|\ge\frac{r^k}{k}\ge k(\sqrt r-1)^2\to\infty .
\]

The terms of a convergent series tend to zero, so \(S_n\) has no limit.

### What the Lean statement says

In `ring_series_converges_iff`, `A : Matrix ι ι ℂ` is the Coulomb-weighted matrix \(A\) defined at the start, in a finite orthonormal basis labelled by `ι`, and `hA : A.PosSemidef` says that it is Hermitian with no negative eigenvalue. These eigenvalues are the real numbers `hA.isHermitian.eigenvalues i`.

The functions `ringTerm`, `ringSum` and `rpaClosed` are \(T_k\), \(S_n\) and \(F\). The expression `∃ L, Tendsto (ringSum A) atTop (𝓝 L)` says that the partial sums have some complex limit. The first half of the theorem equates this with all eigenvalues being at most 1; the second half identifies the limit as `rpaClosed A`. `Complex.log` is the principal branch, which here is the ordinary real logarithm because the determinant is positive.

Positivity is assumed, not derived from orbitals. It stands for the negative semidefinite response of a non-interacting ground state with time-reversal symmetry at imaginary frequency. In a PAW or ultrasoft calculation, it must hold for the matrix as actually built, augmentation included. The theorem concerns one frequency: the frequency integral, its prefactor and the limit of an infinite basis do not enter.

```lean
import Mathlib

open Matrix Filter Topology
open scoped ComplexOrder

namespace RPARingSeries

noncomputable section

variable {ι : Type*} [Fintype ι] [DecidableEq ι] {A : Matrix ι ι ℂ}

/-- The ring diagram of order `k ≥ 1`: `(-1)^(k+1) tr(A^k) / k`. -/
def ringTerm (A : Matrix ι ι ℂ) (k : ℕ) : ℂ :=
  (-1) ^ (k + 1) * (A ^ k).trace / (k : ℂ)

/-- The sum of the first `n` ring diagrams, of orders `2` to `n + 1`. -/
def ringSum (A : Matrix ι ι ℂ) (n : ℕ) : ℂ :=
  ∑ k ∈ Finset.range n, ringTerm A (k + 2)

/-- The closed RPA form `log det(1 + A) - tr A`, for `det(1 + A) ≠ 0`. -/
def rpaClosed (A : Matrix ι ι ℂ) : ℂ :=
  Complex.log (1 + A).det - A.trace

/-- For one eigenvalue `x > -1`, the difference between `log(1 + x) - x` and the first `n`
terms of its power series. -/
def scalarRemainder (x : ℝ) (n : ℕ) : ℝ :=
  Real.log (1 + x) - x -
    ∑ k ∈ Finset.range n, (-1) ^ (k + 3) * x ^ (k + 2) / ((k + 2 : ℕ) : ℝ)

/-- A Hermitian matrix is similar to the diagonal matrix of its eigenvalues. -/
theorem spectral_form (hA : A.IsHermitian) : ∃ U V : Matrix ι ι ℂ,
    V * U = 1 ∧ A = U * diagonal (fun i => (hA.eigenvalues i : ℂ)) * V := by
  refine ⟨hA.eigenvectorUnitary, star (hA.eigenvectorUnitary : Matrix ι ι ℂ), ?_, ?_⟩
  · exact Matrix.mem_unitaryGroup_iff'.mp hA.eigenvectorUnitary.2
  · have h := hA.spectral_theorem
    rw [Unitary.conjStarAlgAut_apply] at h
    exact h

/-- For a Hermitian matrix, `tr(A^k)` is the sum of the `k`-th powers of the eigenvalues. -/
theorem trace_pow_eq (hA : A.IsHermitian) (k : ℕ) :
    (A ^ k).trace = ((∑ i, hA.eigenvalues i ^ k : ℝ) : ℂ) := by
  obtain ⟨U, V, hVU, h⟩ := spectral_form hA
  have hp : ∀ D : Matrix ι ι ℂ, (U * D * V) ^ k = U * D ^ k * V := by
    intro D
    induction k with
    | zero => simp [mul_eq_one_comm.mp hVU]
    | succ k ih =>
      calc (U * D * V) ^ (k + 1) = U * D ^ k * (V * U) * D * V := by
            rw [pow_succ, ih]; simp only [mul_assoc]
        _ = U * D ^ (k + 1) * V := by
            rw [hVU, pow_succ]; simp only [mul_assoc, one_mul]
  calc (A ^ k).trace
      = ((U * diagonal (fun i => (hA.eigenvalues i : ℂ)) * V) ^ k).trace :=
        congrArg (fun M => (M ^ k).trace) h
    _ = ((diagonal (fun i => (hA.eigenvalues i : ℂ))) ^ k).trace := by
        rw [hp, trace_mul_comm, ← mul_assoc, hVU, one_mul]
    _ = _ := by simp [diagonal_pow, trace_diagonal]

/-- For positive semidefinite `A`, `det(1 + A)` is the product of `1 + a` over the eigenvalues
`a` of `A`, and this product is positive. -/
theorem det_one_add_eq (hA : A.PosSemidef) :
    (1 + A).det = ((∏ i, (1 + hA.isHermitian.eigenvalues i) : ℝ) : ℂ) ∧
      0 < ∏ i, (1 + hA.isHermitian.eigenvalues i) := by
  constructor
  · obtain ⟨U, V, hVU, h⟩ := spectral_form hA.isHermitian
    have hUV : U * V = 1 := mul_eq_one_comm.mp hVU
    calc (1 + A).det
        = (1 + U * diagonal (fun i => (hA.isHermitian.eigenvalues i : ℂ)) * V).det :=
          congrArg (fun M => (1 + M).det) h
      _ = (U * (1 + diagonal (fun i => (hA.isHermitian.eigenvalues i : ℂ))) * V).det := by
          rw [mul_add, add_mul, mul_one, hUV]
      _ = (1 + diagonal (fun i => (hA.isHermitian.eigenvalues i : ℂ))).det := by
          rw [det_mul, det_mul, mul_right_comm, ← det_mul, hUV, det_one, one_mul]
      _ = _ := by
          rw [← diagonal_one, diagonal_add, det_diagonal]
          simp
  · refine Finset.prod_pos fun i _ => ?_
    have := hA.eigenvalues_nonneg i
    linarith

/-- For `x ≥ 0` the scalar remainder has the derivative `(-x)^(n+1) / (1 + x)`. -/
theorem hasDerivAt_scalarRemainder {x : ℝ} (hx : 0 ≤ x) (n : ℕ) :
    HasDerivAt (fun y => scalarRemainder y n) ((-x) ^ (n + 1) / (1 + x)) x := by
  have hx1 : 1 + x ≠ 0 := by positivity
  induction n with
  | zero =>
    have h := (((hasDerivAt_id' x).const_add 1).log hx1).fun_sub (hasDerivAt_id' x)
    have e : (fun y => scalarRemainder y 0) = fun y => Real.log (1 + y) - y := by
      funext y; simp [scalarRemainder]
    rw [e]
    refine h.congr_deriv ?_
    rw [eq_div_iff hx1, sub_mul, div_mul_cancel₀ _ hx1]
    ring
  | succ n ih =>
    have hn : ((n + 2 : ℕ) : ℝ) ≠ 0 := by positivity
    have h := ih.fun_sub (((hasDerivAt_pow (n + 2) x).const_mul
      ((-1 : ℝ) ^ (n + 3))).div_const ((n + 2 : ℕ) : ℝ))
    have e : (fun y => scalarRemainder y (n + 1)) = fun y => scalarRemainder y n -
        (-1) ^ (n + 3) * y ^ (n + 2) / ((n + 2 : ℕ) : ℝ) := by
      funext y; simp only [scalarRemainder, Finset.sum_range_succ]; ring
    rw [e]
    refine h.congr_deriv ?_
    rw [show n + 2 - 1 = n + 1 from rfl, mul_left_comm, mul_div_cancel_left₀ _ hn,
      eq_div_iff hx1, sub_mul, div_mul_cancel₀ _ hx1, neg_pow x (n + 1),
      neg_pow x (n + 1 + 1)]
    ring

/-- For `x ≥ 0` the scalar remainder is at most the first omitted term in absolute value. -/
theorem abs_scalarRemainder_le {x : ℝ} (hx : 0 ≤ x) (n : ℕ) :
    |scalarRemainder x n| ≤ x ^ (n + 2) / ((n + 2 : ℕ) : ℝ) := by
  -- the remainder vanishes at 0 and its derivative has the sign (-1)^(m+1)
  have key : ∀ m : ℕ, 0 ≤ (-1) ^ (m + 1) * scalarRemainder x m := by
    intro m
    have hd : ∀ y : ℝ, 0 ≤ y → HasDerivAt (fun y => (-1) ^ (m + 1) * scalarRemainder y m)
        ((-1) ^ (m + 1) * ((-y) ^ (m + 1) / (1 + y))) y :=
      fun y hy => (hasDerivAt_scalarRemainder hy m).const_mul _
    have hm : MonotoneOn (fun y => (-1) ^ (m + 1) * scalarRemainder y m) (Set.Ici 0) := by
      refine monotoneOn_of_deriv_nonneg (convex_Ici (0 : ℝ))
        (fun y hy => (hd y hy).continuousAt.continuousWithinAt)
        (fun y hy => (hd y (Set.mem_Ici.mp
          (interior_subset hy))).differentiableAt.differentiableWithinAt) fun y hy => ?_
      have hy0 : 0 ≤ y := Set.mem_Ici.mp (interior_subset hy)
      rw [(hd y hy0).deriv, ← mul_div_assoc, ← mul_pow, neg_one_mul, neg_neg]
      positivity
    have h0 : (-1) ^ (m + 1) * scalarRemainder 0 m ≤ (-1) ^ (m + 1) * scalarRemainder x m :=
      hm (Set.mem_Ici.mpr le_rfl) (Set.mem_Ici.mpr hx) hx
    have hz : scalarRemainder 0 m = 0 := by simp [scalarRemainder]
    rwa [hz, mul_zero] at h0
  -- consecutive remainders have opposite signs and differ by the omitted term
  have h1 := key n
  have h2 := key (n + 1)
  have e : scalarRemainder x (n + 1) = scalarRemainder x n -
      (-1) ^ (n + 3) * (x ^ (n + 2) / ((n + 2 : ℕ) : ℝ)) := by
    simp only [scalarRemainder, Finset.sum_range_succ]; ring
  rw [e, show (-1 : ℝ) ^ (n + 1 + 1) = -(-1) ^ (n + 1) by ring,
    show (-1 : ℝ) ^ (n + 3) = (-1) ^ (n + 1) by ring] at h2
  rw [abs_le]
  rcases neg_one_pow_eq_or ℝ (n + 1) with h | h <;> rw [h] at h1 h2 <;>
    constructor <;> linarith

/-- For positive semidefinite `A`, the error of the truncated ring series is the sum of the
scalar remainders over the eigenvalues. -/
theorem rpaClosed_sub_ringSum (hA : A.PosSemidef) (n : ℕ) :
    rpaClosed A - ringSum A n =
      ((∑ i, scalarRemainder (hA.isHermitian.eigenvalues i) n : ℝ) : ℂ) := by
  obtain ⟨hdet, hpos⟩ := det_one_add_eq hA
  have hlog : Complex.log (1 + A).det =
      ((∑ i, Real.log (1 + hA.isHermitian.eigenvalues i) : ℝ) : ℂ) := by
    rw [hdet, ← Complex.ofReal_log hpos.le, Real.log_prod]
    intro i _
    have := hA.eigenvalues_nonneg i
    exact ne_of_gt (by linarith)
  have htr : A.trace = ((∑ i, hA.isHermitian.eigenvalues i : ℝ) : ℂ) := by
    simpa using trace_pow_eq hA.isHermitian 1
  have hs : ringSum A n = ((∑ i, ∑ k ∈ Finset.range n, (-1) ^ (k + 3) *
      hA.isHermitian.eigenvalues i ^ (k + 2) / ((k + 2 : ℕ) : ℝ) : ℝ) : ℂ) := by
    rw [Finset.sum_comm, ringSum, Complex.ofReal_sum]
    refine Finset.sum_congr rfl fun k _ => ?_
    rw [ringTerm, trace_pow_eq hA.isHermitian, ← Finset.sum_div, ← Finset.mul_sum]
    push_cast
    ring
  rw [rpaClosed, hlog, htr, hs]
  simp only [scalarRemainder, Finset.sum_sub_distrib, Complex.ofReal_sub]

/-- For positive semidefinite `A`, the ring diagram of order `k ≥ 1` has the magnitude
`(∑ a^k) / k`, summed over the eigenvalues `a`. -/
theorem norm_ringTerm (hA : A.PosSemidef) (k : ℕ) :
    ‖ringTerm A k‖ = (∑ i, hA.isHermitian.eigenvalues i ^ k) / (k : ℝ) := by
  rw [ringTerm, trace_pow_eq hA.isHermitian, norm_div, norm_mul, norm_pow, norm_neg, norm_one,
    one_pow, one_mul, Complex.norm_real, Complex.norm_natCast, Real.norm_of_nonneg
      (Finset.sum_nonneg fun i _ => pow_nonneg (hA.eigenvalues_nonneg i) k)]

/-- For every positive semidefinite `A`, the truncated ring series differs from the closed RPA
form by at most the magnitude of the first omitted diagram. -/
theorem truncation_error_le (hA : A.PosSemidef) (n : ℕ) :
    ‖rpaClosed A - ringSum A n‖ ≤ ‖ringTerm A (n + 2)‖ := by
  rw [rpaClosed_sub_ringSum hA, norm_ringTerm hA, Complex.norm_real, Real.norm_eq_abs,
    Finset.sum_div]
  exact (Finset.abs_sum_le_sum_abs _ _).trans
    (Finset.sum_le_sum fun i _ => abs_scalarRemainder_le (hA.eigenvalues_nonneg i) n)

/-- If a positive semidefinite `A` has an eigenvalue above 1, the magnitude of the ring diagrams
grows without bound with the order. -/
theorem ringTerm_unbounded (hA : A.PosSemidef) {i : ι}
    (hi : 1 < hA.isHermitian.eigenvalues i) :
    Tendsto (fun k => ‖ringTerm A k‖) atTop atTop := by
  set r := hA.isHermitian.eigenvalues i with hr
  have hs : 1 < Real.sqrt r := Real.lt_sqrt_of_sq_lt (by linarith)
  have hδ : 0 < (Real.sqrt r - 1) ^ 2 := pow_pos (by linarith) 2
  refine tendsto_atTop_mono (fun k => ?_)
    ((tendsto_natCast_atTop_atTop (R := ℝ)).atTop_mul_const hδ)
  rcases Nat.eq_zero_or_pos k with hk | hk
  · subst hk; simp
  have hk' : (0 : ℝ) < k := Nat.cast_pos.mpr hk
  rw [norm_ringTerm hA, le_div_iff₀ hk']
  -- Bernoulli's inequality for the square root of the eigenvalue
  have hb := one_add_mul_le_pow (show -2 ≤ Real.sqrt r - 1 by linarith) k
  rw [add_sub_cancel] at hb
  have h0 : 0 ≤ (k : ℝ) * (Real.sqrt r - 1) := mul_nonneg hk'.le (by linarith)
  calc (k : ℝ) * (Real.sqrt r - 1) ^ 2 * k = (k * (Real.sqrt r - 1)) ^ 2 := by ring
    _ ≤ (Real.sqrt r ^ k) ^ 2 := pow_le_pow_left₀ h0 (by linarith) 2
    _ = r ^ k := by rw [← pow_mul, mul_comm, pow_mul, Real.sq_sqrt (by linarith)]
    _ ≤ ∑ j, hA.isHermitian.eigenvalues j ^ k :=
        Finset.single_le_sum (f := fun j => hA.isHermitian.eigenvalues j ^ k)
          (fun j _ => pow_nonneg (hA.eigenvalues_nonneg j) k) (Finset.mem_univ i)

/-- For positive semidefinite `A`, the ring-diagram series converges if and only if every
eigenvalue of `A` is at most 1, and its sum is then `log det(1 + A) - tr A`. -/
theorem ring_series_converges_iff (hA : A.PosSemidef) :
    ((∃ L, Tendsto (ringSum A) atTop (𝓝 L)) ↔ ∀ i, hA.isHermitian.eigenvalues i ≤ 1) ∧
      ((∀ i, hA.isHermitian.eigenvalues i ≤ 1) →
        Tendsto (ringSum A) atTop (𝓝 (rpaClosed A))) := by
  have conv : (∀ i, hA.isHermitian.eigenvalues i ≤ 1) →
      Tendsto (ringSum A) atTop (𝓝 (rpaClosed A)) := by
    intro h
    have t := (tendsto_one_div_add_atTop_nhds_zero_nat (𝕜 := ℝ)).const_mul
      (Fintype.card ι : ℝ)
    rw [mul_zero] at t
    rw [tendsto_iff_norm_sub_tendsto_zero]
    refine squeeze_zero (fun n => norm_nonneg _) (fun n => ?_) t
    have hsum : ∑ i, hA.isHermitian.eigenvalues i ^ (n + 2) ≤ (Fintype.card ι : ℝ) := by
      calc ∑ i, hA.isHermitian.eigenvalues i ^ (n + 2) ≤ ∑ _i : ι, (1 : ℝ) :=
            Finset.sum_le_sum fun i _ => pow_le_one₀ (hA.eigenvalues_nonneg i) (h i)
        _ = _ := by simp
    rw [norm_sub_rev]
    refine (truncation_error_le hA n).trans ?_
    rw [norm_ringTerm hA, mul_one_div]
    exact div_le_div₀ (Nat.cast_nonneg _) hsum (by positivity) (by push_cast; linarith)
  refine ⟨⟨?_, fun h => ⟨_, conv h⟩⟩, conv⟩
  rintro ⟨L, hL⟩
  by_contra h
  obtain ⟨i, hi⟩ := not_forall.mp h
  -- the terms of a convergent series have a finite limit
  have hz : Tendsto (fun n => ringSum A (n + 1) - ringSum A n) atTop (𝓝 (L - L)) :=
    (hL.comp (tendsto_add_atTop_nat 1)).sub hL
  have he : (fun n => ringSum A (n + 1) - ringSum A n) = fun n => ringTerm A (n + 2) := by
    funext n; simp [ringSum, Finset.sum_range_succ]
  rw [he] at hz
  exact not_tendsto_nhds_of_tendsto_atTop
    ((ringTerm_unbounded hA (not_le.mp hi)).comp (tendsto_add_atTop_nat 2)) _ hz.norm

end

end RPARingSeries
```

```lean
#print axioms RPARingSeries.ring_series_converges_iff
-- 'RPARingSeries.ring_series_converges_iff' depends on axioms: [propext, Classical.choice, Quot.sound]
```

### From the matrix lemmas to the limit

`spectral_form` writes \(A\) as \(UDV\) with \(VU=1\) and \(D\) diagonal. From this, `trace_pow_eq` obtains the power sums, by induction on the power and cyclicity of the trace, and `det_one_add_eq` obtains the positive product.

`hasDerivAt_scalarRemainder` proves the formula for \(R_n'\) by induction on \(n\), subtracting one term at a time where the derivation above sums a geometric series. In `abs_scalarRemainder_le`, the inner statement `key` is the sign result: a non-negative derivative makes \((-1)^{n+1}R_n\) monotone on \([0,\infty)\), starting from zero. Using `key` at `n` and `n + 1`, `linarith` closes the bound for each parity.

`rpaClosed_sub_ringSum` exchanges the sums over orders and eigenvalues to obtain \(F-S_n=\sum_iR_n(a_i)\). `norm_ringTerm` evaluates \(|T_k|\), and `truncation_error_le` combines the two through the triangle inequality.

For convergence, the final theorem applies `squeeze_zero` with the slightly looser bound \(N/(n+1)\). For divergence, `ringTerm_unbounded` supplies the Bernoulli estimate. If `ringSum A` had a limit, the differences \(S_{n+1}-S_n=T_{n+2}\) would converge too, and `not_tendsto_nhds_of_tendsto_atTop` rules that out because their magnitudes tend to infinity.
